# A lower bound on the sum of fourth-power overlaps of N unit vectors in $\mathbb C^d$, with its equality case

Suppose a simulated gate on a $d$-level system differs slightly from the intended one, and we want the fidelity averaged over all pure input states. The fidelity contains the projector $uu^\dagger$ of the input state $u$ twice, so the average depends on the states only through the mean of $uu^\dagger\otimes uu^\dagger$. A program can replace the continuous average by an average over a finite list of states. How far is that list from the uniform distribution, as seen by such quantities?

For $N\ge 1$ unit vectors $u_1,\dots,u_N$ in $\mathbb C^d$, define

$$\Phi=\sum_{i,j}|\langle u_i,u_j\rangle|^4,\qquad G=\frac1N\sum_i u_iu_i^\dagger\otimes u_iu_i^\dagger,\qquad T=\frac{1+F}{d(d+1)},$$

where $F$ is the swap, $F(x\otimes y)=y\otimes x$. The matrix $T$ is the mean of $uu^\dagger\otimes uu^\dagger$ over uniformly distributed pure states, a standard fact that is used here without proof. In the Hilbert-Schmidt norm, $\|M\|^2=\operatorname{Tr}MM^\dagger$,

$$\|G-T\|^2=\frac{\Phi}{N^2}-\frac{2}{d(d+1)} .$$

Hence $\Phi\ge 2N^2/(d(d+1))$, with equality exactly when $G=T$. This is the fourth-power case of the Welch bounds, a family with one inequality for each even power of the overlap.

## Averaging a gate fidelity over a finite list of states

For finite-dimensional systems and equally weighted pure states, the identity gives a bound on the error of replacing a uniform average by a finite one. For matrices $A$ and $B$, the list average of $\langle u,Au\rangle\langle u,Bu\rangle$ is $\operatorname{Tr}(G(A\otimes B))$. Putting $T$ in place of $G$ gives $(\operatorname{Tr}A\operatorname{Tr}B+\operatorname{Tr}AB)/(d(d+1))$. By the Cauchy-Schwarz inequality the two values differ by at most $\|G-T\|\,\|A\|\,\|B\|$.

To evaluate this distance, a program can store the states as columns of a matrix $V$, form $S=V^\dagger V$, and sum $|S_{ij}|^4$ to obtain $\Phi$. The $d^2\times d^2$ matrix $G$ need not be built.

For a qubit, the six eigenstates of the Pauli matrices give $G=T$. Let the gate error be $W=\operatorname{diag}(1,e^{i\varphi})$. The fidelity $|\langle u,Wu\rangle|^2$ is 1 for the two $Z$ eigenstates and $(1+\cos\varphi)/2$ for the other four, so the average is $(2+\cos\varphi)/3$. The formula with $A=W$, $B=W^\dagger$ gives the same value, $(|\operatorname{Tr}W|^2+2)/6$. When the matrix $W$ is known, this formula gives the uniform average directly, without a list of states.

## Expanding the squared distance

The matrix elements of the swap are $F_{(i,j),(k,l)}=\delta_{il}\delta_{jk}$. It is Hermitian and satisfies $F^2=1$. For $d\times d$ matrices $A$ and $B$,

$$\operatorname{Tr}(F(A\otimes B))=\sum_{i,j}(A\otimes B)_{(j,i),(i,j)}=\sum_{i,j}A_{ji}B_{ij}=\operatorname{Tr}(AB).$$

Taking $A=B=1$ gives $\operatorname{Tr}F=d$.

Write $P_i=u_iu_i^\dagger$ and $D_i=P_i\otimes P_i$. Then $\operatorname{Tr}(P_iP_j)=|\langle u_i,u_j\rangle|^2$, and therefore

$$\operatorname{Tr}(D_iD_j)=\operatorname{Tr}(P_iP_j\otimes P_iP_j)=\big(\operatorname{Tr}P_iP_j\big)^2=|\langle u_i,u_j\rangle|^4 .$$

Normalisation gives $\operatorname{Tr}D_i=1$ and $\operatorname{Tr}(FD_i)=\operatorname{Tr}(P_i^2)=1$. Averaging over the list,

$$\operatorname{Tr}G=\operatorname{Tr}FG=\operatorname{Tr}GF=1,\qquad \operatorname{Tr}G^2=\Phi/N^2 .$$

Set $a=1/(d(d+1))$, so that $T=a(1+F)$. Since $G-T$ is Hermitian and $(1+F)^2=2(1+F)$,

$$\begin{aligned}
\|G-T\|^2&=\operatorname{Tr}(G-T)^2\\
&=\operatorname{Tr}G^2-2a\operatorname{Tr}G-a\operatorname{Tr}GF-a\operatorname{Tr}FG+2a^2\operatorname{Tr}(1+F)\\
&=\Phi/N^2-4a+2a^2(d^2+d)=\Phi/N^2-2a .
\end{aligned}$$

Multiplying by $N^2$,

$$\Phi=\frac{2N^2}{d(d+1)}+N^2\|G-T\|^2 .$$

The last term is non-negative, which is the bound. It vanishes exactly when every entry of $G-T$ vanishes, which is the equality case.

For the six Pauli eigenstates, each state has overlap modulus 1 with itself, 0 with its orthogonal partner and $1/\sqrt2$ with the other four. Its row contributes $1+4\cdot\frac14=2$, so $\Phi=12$. The bound is $2\cdot36/6=12$, and hence $G=(1+F)/6$.

## The Lean file

```lean
import Mathlib

open Matrix
open scoped Kronecker

namespace SecondWelchBound

noncomputable section

variable {n ι : Type*} [Fintype n] [DecidableEq n] [Fintype ι]

/-- The swap operator on two copies of a system with basis labels `n`. -/
def swapOp (n : Type*) [DecidableEq n] : Matrix (n × n) (n × n) ℂ :=
  Matrix.of fun p q => if q = p.swap then 1 else 0

/-- The matrix `u uᴴ`; for a unit vector `u` it is the projector onto `u`. -/
def pureState (u : n → ℂ) : Matrix n n ℂ := vecMulVec u (star u)

/-- The Kronecker product of `u uᴴ` with itself, `(u uᴴ) ⊗ (u uᴴ)`. -/
def doubled (u : n → ℂ) : Matrix (n × n) (n × n) ℂ := pureState u ⊗ₖ pureState u

/-- The average of `(u_i u_iᴴ) ⊗ (u_i u_iᴴ)` over a nonempty finite family. -/
def secondMoment (u : ι → n → ℂ) : Matrix (n × n) (n × n) ℂ :=
  (Fintype.card ι : ℂ)⁻¹ • ∑ i, doubled (u i)

/-- The matrix `(1 + F) / (d (d + 1))`, with `F` the swap and `d ≥ 1` the dimension. -/
def symState (n : Type*) [Fintype n] [DecidableEq n] : Matrix (n × n) (n × n) ℂ :=
  ((Fintype.card n : ℂ) * ((Fintype.card n : ℂ) + 1))⁻¹ • (1 + swapOp n)

/-- The sum of `|⟨u_i, u_j⟩|⁴` over all pairs of the family. -/
def framePotential (u : ι → n → ℂ) : ℝ := ∑ i, ∑ j, ‖star (u i) ⬝ᵥ u j‖ ^ 4

/-- The squared Hilbert-Schmidt norm, the sum of the squared moduli of all entries. -/
def hsNormSq (M : Matrix n n ℂ) : ℝ := ∑ p, ∑ q, ‖M p q‖ ^ 2

/-- The swap operator exchanges the factors of a product vector. -/
theorem swapOp_mulVec (x y : n → ℂ) :
    swapOp n *ᵥ (fun p => x p.1 * y p.2) = fun p => y p.1 * x p.2 := by
  ext p
  simp [swapOp, mulVec, dotProduct, mul_comm]

lemma swapOp_mul_apply (M : Matrix (n × n) (n × n) ℂ) (p r : n × n) :
    (swapOp n * M) p r = M p.swap r := by
  simp [swapOp, Matrix.mul_apply]

lemma swapOp_mul_self : swapOp n * swapOp n = 1 := by
  ext p r
  rw [swapOp_mul_apply]
  simp [swapOp, Matrix.one_apply, eq_comm]

omit [Fintype n] in
lemma swapOp_conjTranspose : (swapOp n)ᴴ = swapOp n := by
  ext p q
  have h : (p = q.swap) ↔ (q = p.swap) :=
    ⟨fun h => by rw [h, Prod.swap_swap], fun h => by rw [h, Prod.swap_swap]⟩
  simp only [conjTranspose_apply, swapOp, Matrix.of_apply, h]
  split_ifs <;> simp

/-- The swap trick: the trace of `F (A ⊗ B)` is the trace of the product `A B`. -/
theorem trace_swapOp_mul_kronecker (A B : Matrix n n ℂ) :
    Matrix.trace (swapOp n * (A ⊗ₖ B)) = Matrix.trace (A * B) := by
  simp only [Matrix.trace, Matrix.diag_apply, swapOp_mul_apply, Matrix.kroneckerMap_apply,
    Fintype.sum_prod_type, Prod.fst_swap, Prod.snd_swap]
  simp only [Matrix.mul_apply]
  exact Finset.sum_comm

lemma trace_swapOp : Matrix.trace (swapOp n) = (Fintype.card n : ℂ) := by
  have h := trace_swapOp_mul_kronecker (1 : Matrix n n ℂ) 1
  rwa [Matrix.one_kronecker_one, mul_one, mul_one, Matrix.trace_one] at h

omit [DecidableEq n] in
lemma trace_pureState_mul (u v : n → ℂ) :
    Matrix.trace (pureState u * pureState v) = ((‖star u ⬝ᵥ v‖ ^ 2 : ℝ) : ℂ) := by
  have h : Matrix.trace (pureState u * pureState v)
      = (star u ⬝ᵥ v) * star (star u ⬝ᵥ v) := by
    simp only [Matrix.trace, Matrix.diag_apply, Matrix.mul_apply, pureState, vecMulVec_apply,
      dotProduct, star_sum, star_mul', Pi.star_apply, star_star, Finset.sum_mul_sum]
    rw [Finset.sum_comm]
    refine Finset.sum_congr rfl fun i _ => Finset.sum_congr rfl fun j _ => ?_
    ring
  exact h.trans ((Complex.mul_conj _).trans (by rw [Complex.normSq_eq_norm_sq]))

omit [DecidableEq n] in
/-- For any vectors `u` and `v`, the trace of the product of `(u uᴴ) ⊗ (u uᴴ)` and `(v vᴴ) ⊗ (v vᴴ)`
is `|⟨u, v⟩|⁴`. -/
theorem trace_doubled_mul (u v : n → ℂ) :
    Matrix.trace (doubled u * doubled v) = ((‖star u ⬝ᵥ v‖ ^ 4 : ℝ) : ℂ) := by
  simp only [doubled]
  rw [← Matrix.mul_kronecker_mul, Matrix.trace_kronecker, trace_pureState_mul]
  push_cast
  ring

omit [DecidableEq n] in
lemma trace_doubled {u : n → ℂ} (hu : star u ⬝ᵥ u = 1) : Matrix.trace (doubled u) = 1 := by
  have h : Matrix.trace (pureState u) = star u ⬝ᵥ u := by
    simp only [Matrix.trace, Matrix.diag_apply, pureState, vecMulVec_apply, dotProduct, mul_comm]
  rw [doubled, Matrix.trace_kronecker, h, hu, one_mul]

lemma trace_swapOp_mul_doubled {u : n → ℂ} (hu : star u ⬝ᵥ u = 1) :
    Matrix.trace (swapOp n * doubled u) = 1 := by
  rw [doubled, trace_swapOp_mul_kronecker, trace_pureState_mul, hu]
  simp

omit [Fintype n] [DecidableEq n] in
lemma doubled_conjTranspose (u : n → ℂ) : (doubled u)ᴴ = doubled u := by
  have h : (pureState u)ᴴ = pureState u := by
    ext i j
    simp [pureState, vecMulVec_apply, mul_comm]
  rw [doubled, Matrix.conjTranspose_kronecker, h]

omit [DecidableEq n] in
lemma hsNormSq_eq_trace (M : Matrix n n ℂ) : (hsNormSq M : ℂ) = Matrix.trace (M * Mᴴ) := by
  simp only [hsNormSq, Matrix.trace, Matrix.diag_apply, Matrix.mul_apply, conjTranspose_apply,
    Complex.ofReal_sum]
  refine Finset.sum_congr rfl fun p _ => Finset.sum_congr rfl fun q _ => ?_
  rw [← Complex.normSq_eq_norm_sq]
  exact (Complex.mul_conj _).symm

omit [DecidableEq n] in
lemma hsNormSq_eq_zero (M : Matrix n n ℂ) : hsNormSq M = 0 ↔ M = 0 := by
  constructor
  · intro h
    unfold hsNormSq at h
    ext p q
    have h1 : ∑ q, ‖M p q‖ ^ 2 = 0 := (Finset.sum_eq_zero_iff_of_nonneg
      (fun p _ => by exact Finset.sum_nonneg fun q _ => sq_nonneg _)).1 h p (Finset.mem_univ p)
    have h2 : ‖M p q‖ ^ 2 = 0 := (Finset.sum_eq_zero_iff_of_nonneg
      (fun q _ => by exact sq_nonneg _)).1 h1 q (Finset.mem_univ q)
    simpa using h2
  · rintro rfl
    simp [hsNormSq]

omit [DecidableEq n] in
lemma card_pos_of_unit {u : n → ℂ} (hu : star u ⬝ᵥ u = 1) : 0 < Fintype.card n := by
  rw [Fintype.card_pos_iff]
  by_contra h
  have := not_nonempty_iff.1 h
  simp [dotProduct] at hu

/-- For a nonempty family of `N` unit vectors, the squared Hilbert-Schmidt distance between the
two-copy average and `(1 + F) / (d (d + 1))` is `(∑ |⟨u_i, u_j⟩|⁴) / N² - 2 / (d (d + 1))`. -/
theorem distance_identity [Nonempty ι] (u : ι → n → ℂ) (hu : ∀ i, star (u i) ⬝ᵥ u i = 1) :
    hsNormSq (secondMoment u - symState n) = framePotential u / (Fintype.card ι : ℝ) ^ 2
      - 2 / ((Fintype.card n : ℝ) * ((Fintype.card n : ℝ) + 1)) := by
  have hN : (Fintype.card ι : ℂ) ≠ 0 := Nat.cast_ne_zero.2 Fintype.card_ne_zero
  have hd : (Fintype.card n : ℂ) ≠ 0 :=
    Nat.cast_ne_zero.2 (card_pos_of_unit (hu (Classical.arbitrary ι))).ne'
  have hd1 : (Fintype.card n : ℂ) + 1 ≠ 0 := Nat.cast_add_one_ne_zero _
  have ha := inv_mul_cancel₀ (mul_ne_zero hd hd1)
  have hH : (secondMoment u - symState n)ᴴ = secondMoment u - symState n := by
    simp [secondMoment, symState, conjTranspose_sum, doubled_conjTranspose, swapOp_conjTranspose]
  -- the traces that enter the expanded square
  have hG : Matrix.trace (secondMoment u) = 1 := by
    simp [secondMoment, Matrix.trace_sum, trace_doubled (hu _), hN]
  have hFG : Matrix.trace (swapOp n * secondMoment u) = 1 := by
    simp [secondMoment, Finset.mul_sum, Matrix.trace_sum, trace_swapOp_mul_doubled (hu _), hN]
  have hGF : Matrix.trace (secondMoment u * swapOp n) = 1 := by
    rw [Matrix.trace_mul_comm, hFG]
  have hGG : Matrix.trace (secondMoment u * secondMoment u)
      = (framePotential u : ℂ) / (Fintype.card ι : ℂ) ^ 2 := by
    rw [secondMoment, smul_mul_assoc, mul_smul_comm, Finset.sum_mul_sum]
    simp only [Matrix.trace_smul, Matrix.trace_sum, trace_doubled_mul, smul_eq_mul,
      framePotential, Complex.ofReal_sum]
    ring
  -- the square itself, using that the swap squares to one
  have expand (a : ℂ) (G : Matrix (n × n) (n × n) ℂ) :
      (G - a • (1 + swapOp n)) * (G - a • (1 + swapOp n))
        = G * G - (2 * a) • G - a • (G * swapOp n) - a • (swapOp n * G)
          + (2 * a ^ 2) • (1 + swapOp n) := by
    simp only [sub_mul, mul_sub, smul_mul_assoc, mul_smul_comm, add_mul, mul_add, one_mul,
      mul_one, swapOp_mul_self]
    module
  rw [← Complex.ofReal_inj, hsNormSq_eq_trace, hH, symState, expand]
  simp only [Matrix.trace_add, Matrix.trace_sub, Matrix.trace_smul, smul_eq_mul, hG, hFG, hGF,
    hGG, trace_swapOp, Matrix.trace_one, Fintype.card_prod]
  push_cast
  rw [div_eq_mul_inv (2 : ℂ)]
  generalize ((Fintype.card n : ℂ) * ((Fintype.card n : ℂ) + 1))⁻¹ = a at ha ⊢
  linear_combination (2 * a) * ha

/-- Second-order Welch bound: for `N ≥ 1` unit vectors in dimension `d`, the sum of
`|⟨u_i, u_j⟩|⁴` is at least `2 N² / (d (d + 1))`, with equality exactly when the average of
`(u_i u_iᴴ) ⊗ (u_i u_iᴴ)` is `(1 + F) / (d (d + 1))`, `F` being the swap. -/
theorem second_welch_bound [Nonempty ι] (u : ι → n → ℂ) (hu : ∀ i, star (u i) ⬝ᵥ u i = 1) :
    2 * (Fintype.card ι : ℝ) ^ 2 / ((Fintype.card n : ℝ) * ((Fintype.card n : ℝ) + 1))
        ≤ framePotential u ∧
      (framePotential u
          = 2 * (Fintype.card ι : ℝ) ^ 2 / ((Fintype.card n : ℝ) * ((Fintype.card n : ℝ) + 1))
        ↔ secondMoment u = symState n) := by
  have hN : (Fintype.card ι : ℝ) ≠ 0 := Nat.cast_ne_zero.2 Fintype.card_ne_zero
  have hc : (Fintype.card ι : ℝ) ^ 2 * (framePotential u / (Fintype.card ι : ℝ) ^ 2)
      = framePotential u := by field_simp
  -- the excess over the bound is `N²` times a squared distance
  have e : framePotential u
      = 2 * (Fintype.card ι : ℝ) ^ 2 / ((Fintype.card n : ℝ) * ((Fintype.card n : ℝ) + 1))
        + (Fintype.card ι : ℝ) ^ 2 * hsNormSq (secondMoment u - symState n) := by
    rw [distance_identity u hu]
    linear_combination -hc
  have h0 : 0 ≤ hsNormSq (secondMoment u - symState n) :=
    Finset.sum_nonneg fun p _ => Finset.sum_nonneg fun q _ => sq_nonneg _
  refine ⟨by linarith [mul_nonneg (sq_nonneg (Fintype.card ι : ℝ)) h0], ?_⟩
  rw [← sub_eq_zero (a := secondMoment u), ← hsNormSq_eq_zero]
  constructor
  · intro h
    have hz : (Fintype.card ι : ℝ) ^ 2 * hsNormSq (secondMoment u - symState n) = 0 := by
      linarith
    exact (mul_eq_zero.1 hz).resolve_left (pow_ne_zero 2 hN)
  · intro h
    rw [e, h, mul_zero, add_zero]

/-- The six eigenstates of the Pauli matrices `Z`, `X` and `Y`, with convenient phases. -/
def pauliStates : Fin 6 → Fin 2 → ℂ :=
  ![![1, 0], ![0, 1],
    ![(1 + Complex.I) / 2, (1 + Complex.I) / 2], ![(1 + Complex.I) / 2, -(1 + Complex.I) / 2],
    ![(1 + Complex.I) / 2, (Complex.I - 1) / 2], ![(1 + Complex.I) / 2, (1 - Complex.I) / 2]]

lemma pauliStates_unit (i : Fin 6) : star (pauliStates i) ⬝ᵥ pauliStates i = 1 := by
  have h2 : (starRingEnd ℂ) 2 = 2 := map_ofNat _ 2
  fin_cases i <;>
    simp [pauliStates, dotProduct, Fin.sum_univ_two, Complex.ext_iff, h2] <;> norm_num

/-- For the six Pauli eigenstates the sum of `|⟨u_i, u_j⟩|⁴` over all pairs is 12. -/
theorem framePotential_pauliStates : framePotential pauliStates = 12 := by
  have norm4 (z : ℂ) : ‖z‖ ^ 4 = (z.re * z.re + z.im * z.im) ^ 2 := by
    rw [← Complex.normSq_apply, Complex.normSq_eq_norm_sq]
    ring
  simp only [framePotential, norm4]
  simp [Fin.sum_univ_six, Fin.sum_univ_two, pauliStates, dotProduct] <;> norm_num

/-- The two-copy average of the six Pauli eigenstates is `(1 + F) / 6`. -/
theorem secondMoment_pauliStates :
    secondMoment pauliStates = (1 / 6 : ℂ) • (1 + swapOp (Fin 2)) := by
  have h := (second_welch_bound pauliStates pauliStates_unit).2.1
    (by rw [framePotential_pauliStates]; norm_num [Fintype.card_fin])
  rw [h, symState]
  norm_num [Fintype.card_fin]

end

end SecondWelchBound
```

```lean
#print axioms SecondWelchBound.swapOp_mulVec
-- 'SecondWelchBound.swapOp_mulVec' depends on axioms: [propext, Classical.choice, Quot.sound]
#print axioms SecondWelchBound.second_welch_bound
-- 'SecondWelchBound.second_welch_bound' depends on axioms: [propext, Classical.choice, Quot.sound]
#print axioms SecondWelchBound.secondMoment_pauliStates
-- 'SecondWelchBound.secondMoment_pauliStates' depends on axioms: [propext, Classical.choice, Quot.sound]
```

## What is proved about a list of states, and what a program adds

The main theorem, `second_welch_bound`, takes a family `u : ι → n → ℂ`. The finite type `n` labels the basis, so `Fintype.card n` is $d$; the finite type `ι` labels the states, so `Fintype.card ι` is $N$. The instance `[Nonempty ι]` says $N\ge1$, and `hu` says that each vector is normalised. Repeated states are allowed. The existence of a unit vector forces $d\ge1$, so this is not a separate hypothesis.

The product `star u ⬝ᵥ v` is $\langle u,v\rangle$, conjugate-linear in the first argument. The matrices $P_i$, $D_i$, $G$ and $T$ are `pureState (u i)`, `doubled (u i)`, `secondMoment u` and `symState n`, and `hsNormSq` is the squared norm. The sum $\Phi$ is `framePotential u`. That name often denotes the sum of squared overlaps; here the power is four, the terms $i=j$ are included, and there is no division by $N^2$.

The conclusion has two parts: the inequality, and the equivalence between equality and `secondMoment u = symState n`. The theorem does not say for which $N$ and $d$ equality can be reached. A single vector reaches it only for $d=1$.

The proof follows the expansion above:

- `swapOp_mulVec` confirms that the permutation matrix exchanges the factors of a product vector. `trace_swapOp_mul_kronecker` is the trace formula for $F(A\otimes B)$.
- `trace_doubled_mul` produces the fourth power of the overlap.
- `distance_identity` is the formula for $\|G-T\|^2$. Its steps `hG`, `hFG`, `hGF` and `hGG` are the four traces, and `expand` multiplies out the square using $F^2=1$. The closing `linear_combination` uses $a\,d(d+1)=1$.
- In `second_welch_bound`, the step `e` is the identity multiplied by $N^2$. `hsNormSq_eq_zero` turns a vanishing norm into equality of matrices.
- `framePotential_pauliStates` evaluates the overlaps of the six states. Their phases are chosen so that all entries have rational real and imaginary parts; phases do not affect $D_i$. `secondMoment_pauliStates` then follows from the equality case.

One step connects the theorem to the averaging problem: the mean of $uu^\dagger\otimes uu^\dagger$ over uniformly distributed pure states is $T$. This is a standard consequence of unitary symmetry, but the Lean development takes $T$ simply as a given matrix and contains neither the uniform distribution nor the fidelity formulas used above.

The theorems concern equal weights and exactly normalised complex vectors. When $\|G-T\|$ is computed from $\Phi$ in floating-point arithmetic, it is the square root of a difference, so near equality a rounding error $\varepsilon$ in that difference can appear as a distance of order $\sqrt\varepsilon$. Averages of quantities containing three or more copies of the projector generally depend on higher moments, which $G=T$ does not determine in general.
